# Glauber dynamics on the Ising ring: detailed balance and the magnetization eigenvalue −(1 − tanh 2K)

To check a kinetic Monte Carlo code for the Ising ring, one can start from all spins up, average the magnetization over many runs and compare it with $M(0)\,e^{-(1-g)t}$. Here $g=\tanh 2K$, $K$ is the coupling divided by $k_BT$, and the unit of time is such that an uncoupled spin flips at rate $1/2$. The comparison rests on the total magnetization being an eigenfunction of the generator with eigenvalue $-(1-g)$. Detailed balance ties the same rates to the Boltzmann weight. Both results are for nearest-neighbour coupling in one dimension, in zero field, with Glauber's choice of rates.

## Spins, flips and rates

The sites are the integers modulo $n$, `ZMod n`, so that $i\pm1$ wraps around the ring.

```lean
import Mathlib

open Finset

namespace GlauberRing

noncomputable section

variable {n : ℕ}
```

A configuration $\sigma$ assigns to each site a unit of the integers, `ℤˣ`, which is $+1$ or $-1$. Its value as a real number is $s_i$.

```lean
/-- The value `±1` of the spin at site `i`, as a real number. -/
def spin (σ : ZMod n → ℤˣ) (i : ZMod n) : ℝ := ((σ i : ℤ) : ℝ)
```

The only move is the reversal of one spin. Write $\sigma^i$ for $\sigma$ with spin $i$ reversed.

```lean
/-- The configuration with the spin at site `i` reversed. -/
def flipAt (σ : ZMod n → ℤˣ) (i : ZMod n) : ZMod n → ℤˣ :=
  Function.update σ i (-σ i)
```

Spin $i$ is reversed at the rate
$$w_i(\sigma)=\tfrac12\Big(1-\tfrac g2\,s_i(s_{i-1}+s_{i+1})\Big).$$
This fixes the unit of time: at $g=0$ each spin flips at rate $1/2$. In the definition $g$ is any real number; the value $\tanh 2K$ enters with the equilibrium weight.

```lean
/-- The Glauber rate `(1 - (g/2) s_i (s_(i-1) + s_(i+1))) / 2` for reversing spin `i`. -/
def rate (g : ℝ) (σ : ZMod n → ℤˣ) (i : ZMod n) : ℝ :=
  (1 - g / 2 * spin σ i * (spin σ (i - 1) + spin σ (i + 1))) / 2
```

Each $s_i$ is $1$ or $-1$, which later gives $s_i^2=1$ and makes case checks finite.

```lean
/-- A spin is either up or down. -/
theorem spin_cases (σ : ZMod n → ℤˣ) (i : ZMod n) : spin σ i = 1 ∨ spin σ i = -1 := by
  rcases Int.units_eq_one_or (σ i) with h | h <;> simp [spin, h]
```

In $\sigma^i$ the spin at $j$ is $-s_i$ if $j=i$, and $s_j$ otherwise.

```lean
/-- Reversing spin `i` changes its sign and leaves the other spins alone. -/
theorem spin_flip (σ : ZMod n → ℤˣ) (i j : ZMod n) :
    spin (flipAt σ i) j = if j = i then -spin σ i else spin σ j := by
  by_cases h : j = i
  · subst h
    simp [spin, flipAt]
  · simp [spin, flipAt, h]
```

## The Boltzmann weight and the generator

From here on `NeZero n` requires at least one site, which makes the ring finite. The bond sum is
$$B(\sigma)=\sum_i s_i s_{i+1}.$$
For $n=2$ it counts the single pair of neighbours twice.

```lean
variable [NeZero n]

/-- The sum of `s_i s_(i+1)` over the bonds of the ring. -/
def bondSum (σ : ZMod n → ℤˣ) : ℝ := ∑ i, spin σ i * spin σ (i + 1)
```

The unnormalised equilibrium weight is $e^{KB(\sigma)}$, where $K=J/k_BT$ for a ring with energy $-J\,B(\sigma)$. Either sign of $K$ is allowed. The partition function would cancel from detailed balance and is not needed.

```lean
/-- The Boltzmann weight `exp (K ∑ s_i s_(i+1))` of the Ising ring. -/
def weight (K : ℝ) (σ : ZMod n → ℤˣ) : ℝ := Real.exp (K * bondSum σ)
```

The generator acts on an observable $f$ by
$$(Lf)(\sigma)=\sum_i w_i(\sigma)\,\big(f(\sigma^i)-f(\sigma)\big).$$

```lean
/-- The generator of the single-spin-flip dynamics, acting on observables. -/
def generator (g : ℝ) (f : (ZMod n → ℤˣ) → ℝ) (σ : ZMod n → ℤˣ) : ℝ :=
  ∑ i, rate g σ i * (f (flipAt σ i) - f σ)
```

Linear observables have the form $f_a(\sigma)=\sum_j a_j s_j$ with real amplitudes $a_j$.

```lean
/-- The linear observable `∑ a_j s_j` with amplitudes `a`. -/
def mode (a : ZMod n → ℝ) (σ : ZMod n → ℤˣ) : ℝ := ∑ j, a j * spin σ j
```

The total magnetization is $M=\sum_j s_j$, not divided by $n$.

```lean
/-- The total magnetization. -/
def magnetization (σ : ZMod n → ℤˣ) : ℝ := ∑ j, spin σ j
```

## Detailed balance

Reversing spin $i$ changes the sign of the two terms $s_{i-1}s_i$ and $s_is_{i+1}$ and of no others, so
$$B(\sigma^i)=B(\sigma)-2\,s_i(s_{i-1}+s_{i+1}).$$
This needs $n\ge2$, since on one site the spin is its own neighbour. The proof writes the change of each term as a correction at $j=i$ and another at $j=i-1$, then sums over $j$.

```lean
/-- On a ring of at least two sites, reversing spin `i` lowers the bond sum by
`2 s_i (s_(i-1) + s_(i+1))`. -/
theorem bondSum_flip (hn : 2 ≤ n) (σ : ZMod n → ℤˣ) (i : ZMod n) :
    bondSum (flipAt σ i) =
      bondSum σ - 2 * (spin σ i * (spin σ (i - 1) + spin σ (i + 1))) := by
  have : Fact (1 < n) := ⟨hn⟩
  have hp : ∀ j : ZMod n, j + 1 ≠ j := fun j h =>
    one_ne_zero (α := ZMod n) (by linear_combination h)
  have hm : ∀ j : ZMod n, j ≠ j - 1 := fun j h =>
    one_ne_zero (α := ZMod n) (by linear_combination h)
  -- only the two bonds that meet at site `i` change
  have term : ∀ j, spin (flipAt σ i) j * spin (flipAt σ i) (j + 1) =
      spin σ j * spin σ (j + 1)
        - (if j = i then 2 * (spin σ i * spin σ (i + 1)) else 0)
        - (if j = i - 1 then 2 * (spin σ i * spin σ (i - 1)) else 0) := by
    intro j
    rw [spin_flip, spin_flip]
    by_cases h : j = i
    · subst h
      rw [if_pos rfl, if_neg (hp j), if_pos rfl, if_neg (hm j)]
      ring
    · by_cases h' : j = i - 1
      · have h2 : j + 1 = i := by rw [h']; ring
        rw [if_neg h, if_pos h2, if_neg h, if_pos h', h2, h']
        ring
      · have h2 : j + 1 ≠ i := fun e => h' (by rw [← e]; ring)
        rw [if_neg h, if_neg h2, if_neg h, if_neg h']
        ring
  unfold bondSum
  rw [Finset.sum_congr rfl (fun j _ => term j)]
  simp only [Finset.sum_sub_distrib, Finset.sum_ite_eq', Finset.mem_univ, if_true]
  ring
```

The rates meet the weight through an identity for $g=\tanh 2K$. From
$$1+g=\frac{2e^{2K}}{e^{2K}+e^{-2K}},\qquad 1-g=\frac{2e^{-2K}}{e^{2K}+e^{-2K}}$$
it follows that $1+g=(1-g)\,e^{4K}$. The Lean proof multiplies both sides by the positive denominator and cancels it at the end.

```lean
/-- The identity `1 + tanh 2K = (1 - tanh 2K) exp 4K`. -/
theorem one_add_tanh (K : ℝ) :
    1 + Real.tanh (2 * K) = (1 - Real.tanh (2 * K)) * Real.exp (4 * K) := by
  have hS : 0 < Real.exp (2 * K) + Real.exp (-(2 * K)) := by positivity
  have h1 : Real.tanh (2 * K) * (Real.exp (2 * K) + Real.exp (-(2 * K))) =
      Real.exp (2 * K) - Real.exp (-(2 * K)) := by
    rw [Real.tanh_eq_sinh_div_cosh, Real.sinh_eq, Real.cosh_eq]
    field_simp
  have h2 : Real.exp (2 * K) * Real.exp (-(2 * K)) = 1 := by
    rw [← Real.exp_add, add_neg_cancel, Real.exp_zero]
  have h4 : Real.exp (4 * K) = Real.exp (2 * K) * Real.exp (2 * K) := by
    rw [← Real.exp_add]
    congr 1
    ring
  rw [h4]
  apply mul_right_cancel₀ hS.ne'
  linear_combination (1 + Real.exp (2 * K) ^ 2) * h1 - 2 * Real.exp (2 * K) * h2
```

Put $x=s_i(s_{i-1}+s_{i+1})$. The flip sends $x$ to $-x$ and multiplies the weight by $e^{-2Kx}$. Detailed balance,
$$e^{KB(\sigma)}\,w_i(\sigma)=e^{KB(\sigma^i)}\,w_i(\sigma^i),$$
therefore reduces to
$$1-\tfrac g2x=e^{-2Kx}\Big(1+\tfrac g2x\Big).$$
Since each spin is $\pm1$, $x$ must be $2$, $0$ or $-2$ (for $n=2$ the two neighbours coincide and $0$ does not occur):

- For $x=2$ the equation reads $1-g=e^{-4K}(1+g)$.
- For $x=0$ it reads $1=1$.
- For $x=-2$ it reads $1+g=e^{4K}(1-g)$.

The first and last are the identity just shown. In the proof, `hw` is the change of the weight, `hx` lists the three values and `key` settles them.

```lean
/-- Detailed balance: on a ring of at least two sites, the Glauber rates with `g = tanh 2K`
balance every spin flip against its reverse in the Boltzmann weight. -/
theorem detailed_balance (hn : 2 ≤ n) (K : ℝ) (σ : ZMod n → ℤˣ) (i : ZMod n) :
    weight K σ * rate (Real.tanh (2 * K)) σ i =
      weight K (flipAt σ i) * rate (Real.tanh (2 * K)) (flipAt σ i) i := by
  have : Fact (1 < n) := ⟨hn⟩
  have e0 : spin (flipAt σ i) i = -spin σ i := by rw [spin_flip, if_pos rfl]
  have e1 : spin (flipAt σ i) (i - 1) = spin σ (i - 1) := by
    rw [spin_flip, if_neg]
    exact fun h => one_ne_zero (α := ZMod n) (by linear_combination -h)
  have e2 : spin (flipAt σ i) (i + 1) = spin σ (i + 1) := by
    rw [spin_flip, if_neg]
    exact fun h => one_ne_zero (α := ZMod n) (by linear_combination h)
  have hw : weight K (flipAt σ i) = weight K σ *
      Real.exp (-(2 * K * (spin σ i * (spin σ (i - 1) + spin σ (i + 1))))) := by
    unfold weight
    rw [bondSum_flip hn, ← Real.exp_add]
    congr 1
    ring
  have hp := one_add_tanh K
  have hm : 1 - Real.tanh (2 * K) = (1 + Real.tanh (2 * K)) * Real.exp (-(4 * K)) := by
    rw [hp, mul_assoc, ← Real.exp_add, add_neg_cancel, Real.exp_zero, mul_one]
  -- `s_i (s_(i-1) + s_(i+1))` can only be `2`, `0` or `-2`
  have hx : spin σ i * (spin σ (i - 1) + spin σ (i + 1)) = 2 ∨
      spin σ i * (spin σ (i - 1) + spin σ (i + 1)) = 0 ∨
      spin σ i * (spin σ (i - 1) + spin σ (i + 1)) = -2 := by
    rcases spin_cases σ i with a | a <;> rcases spin_cases σ (i - 1) with b | b <;>
      rcases spin_cases σ (i + 1) with c | c <;> rw [a, b, c] <;> norm_num
  have key : ∀ x : ℝ, x = 2 ∨ x = 0 ∨ x = -2 → 1 - Real.tanh (2 * K) / 2 * x =
      Real.exp (-(2 * K * x)) * (1 + Real.tanh (2 * K) / 2 * x) := by
    rintro x (h | h | h)
    · rw [h, show -(2 * K * 2) = -(4 * K) by ring]
      linear_combination hm
    · simp [h]
    · rw [h, show -(2 * K * -2) = 4 * K by ring]
      linear_combination hp
  rw [hw]
  unfold rate
  rw [e0, e1, e2]
  linear_combination (weight K σ / 2) * key _ hx
```

## Linear observables stay linear

Reversing spin $i$ changes only one term of $f_a$:
$$f_a(\sigma^i)-f_a(\sigma)=-2a_is_i.$$

```lean
/-- Reversing spin `i` changes the observable `∑ a_j s_j` by `-2 a_i s_i`. -/
theorem mode_flip (a : ZMod n → ℝ) (σ : ZMod n → ℤˣ) (i : ZMod n) :
    mode a (flipAt σ i) - mode a σ = -2 * a i * spin σ i := by
  unfold mode
  rw [← Finset.sum_sub_distrib, Finset.sum_eq_single i]
  · rw [spin_flip, if_pos rfl]
    ring
  · intro j _ h
    rw [spin_flip, if_neg h, sub_self]
  · intro h
    exact absurd (Finset.mem_univ i) h
```

Insert this into the generator and use $s_i^2=1$:
$$Lf_a=\sum_i\Big[-a_is_i+\tfrac g2\,a_i(s_{i-1}+s_{i+1})\Big].$$
Shifting the summation index around the ring gives $\sum_i a_is_{i-1}=\sum_i a_{i+1}s_i$ and $\sum_i a_is_{i+1}=\sum_i a_{i-1}s_i$. Hence
$$Lf_a=\sum_i\Big[-a_i+\tfrac g2(a_{i-1}+a_{i+1})\Big]s_i.$$
The products of spins in the rates have disappeared, and what remains is a linear equation for the amplitudes. The `calc` block follows these lines, with `h1` and `h2` as the two shifts. The statement holds for every real $g$ and every $n\ge1$.

```lean
/-- The generator maps a linear observable to a linear one, with amplitudes
`-a_i + (g/2)(a_(i-1) + a_(i+1))`. -/
theorem generator_mode (g : ℝ) (a : ZMod n → ℝ) (σ : ZMod n → ℤˣ) :
    generator g (mode a) σ =
      mode (fun i => -a i + g / 2 * (a (i - 1) + a (i + 1))) σ := by
  have h1 := Equiv.sum_comp (Equiv.addRight (1 : ZMod n)) (fun i => a i * spin σ (i - 1))
  have h2 := Equiv.sum_comp (Equiv.addRight (1 : ZMod n)) (fun i => a (i - 1) * spin σ i)
  simp only [Equiv.coe_addRight, add_sub_cancel_right] at h1 h2
  calc generator g (mode a) σ
      = ∑ i, (-(a i * spin σ i) + g / 2 * (a i * spin σ (i - 1))
          + g / 2 * (a i * spin σ (i + 1))) := by
        refine Finset.sum_congr rfl fun i _ => ?_
        have hs : spin σ i * spin σ i = 1 := by
          rcases spin_cases σ i with h | h <;> rw [h] <;> norm_num
        rw [mode_flip]
        unfold rate
        linear_combination (g / 2 * a i * (spin σ (i - 1) + spin σ (i + 1))) * hs
    _ = ∑ i, -(a i * spin σ i) + g / 2 * ∑ i, a i * spin σ (i - 1)
          + g / 2 * ∑ i, a i * spin σ (i + 1) := by
        simp only [Finset.sum_add_distrib, Finset.mul_sum]
    _ = ∑ i, -(a i * spin σ i) + g / 2 * ∑ i, a (i + 1) * spin σ i
          + g / 2 * ∑ i, a (i - 1) * spin σ i := by rw [← h1, h2]
    _ = mode (fun i => -a i + g / 2 * (a (i - 1) + a (i + 1))) σ := by
        unfold mode
        simp only [Finset.mul_sum, ← Finset.sum_add_distrib]
        exact Finset.sum_congr rfl fun i _ => by ring
```

An eigenfunction must not vanish identically. If $f_a$ were zero, reversing spin $j$ in the all-up configuration would give $-2a_j=0$, which is impossible when $a_j\neq0$.

```lean
/-- A linear observable with a nonzero amplitude is not the zero function. -/
theorem mode_ne_zero (a : ZMod n → ℝ) (j : ZMod n) (ha : a j ≠ 0) : mode a ≠ 0 := by
  intro h
  have h' := mode_flip a (fun _ => 1) j
  rw [h] at h'
  simp only [Pi.zero_apply, spin, Units.val_one, Int.cast_one] at h'
  exact ha (by linarith)
```

## Spin waves and the magnetization

A character $\chi$ of the ring is a plane wave: $\chi(j)$ has modulus one and real part $\cos qj$, where $q$ is a multiple of $2\pi/n$. For the amplitudes $a_j=\cos qj$,
$$a_{j-1}+a_{j+1}=2\cos q\,\cos qj,$$
so $f_a$ has eigenvalue $-(1-g\cos q)$, with $\cos q$ written as the real part of `χ 1`. The observable $f_a$ is not the zero function, because $a_0=1$. The name "spin wave" refers here only to the pattern in space: the eigenvalue is real, and for $|g|<1$ the average of $f_a$ decays without oscillating, unlike a propagating magnon. In Lean the addition formula comes from expanding $\chi(j\pm1)$ into products and taking real parts.

```lean
/-- Spin waves: for a character `χ` of the ring, `∑ Re χ(j) s_j` is a nonzero eigenfunction
of the generator with eigenvalue `-(1 - g Re χ(1))`. -/
theorem spin_wave (g : ℝ) (χ : AddChar (ZMod n) Circle) :
    mode (fun j => (χ j : ℂ).re) ≠ 0 ∧
    generator g (mode fun j => (χ j : ℂ).re) =
      (-(1 - g * (χ 1 : ℂ).re)) • mode (fun j => (χ j : ℂ).re) := by
  refine ⟨mode_ne_zero _ 0 (by simp), ?_⟩
  funext σ
  rw [generator_mode, Pi.smul_apply, smul_eq_mul]
  unfold mode
  rw [Finset.mul_sum]
  refine Finset.sum_congr rfl fun j _ => ?_
  -- the two neighbours carry opposite phases relative to site `j`
  simp only [sub_eq_add_neg j 1, AddChar.map_add_eq_mul, AddChar.map_neg_eq_inv,
    Circle.coe_mul, Circle.coe_inv_eq_conj, Complex.mul_re, Complex.conj_re, Complex.conj_im]
  ring
```

Constant amplitudes $a_j=1$ give the magnetization. The new amplitude is $-1+\tfrac g2\cdot2=-(1-g)$ at every site, and therefore
$$LM=-(1-g)\,M,\qquad g=\tanh 2K.$$
The theorem states this as an equality of functions on all configurations, together with $M\neq0$, for every $n\ge1$.

```lean
/-- The total magnetization is a nonzero eigenfunction of the Glauber generator with
`g = tanh 2K`, with eigenvalue `-(1 - tanh 2K)`. -/
theorem magnetization_eigenfunction (K : ℝ) :
    (magnetization : (ZMod n → ℤˣ) → ℝ) ≠ 0 ∧
    generator (Real.tanh (2 * K)) (magnetization : (ZMod n → ℤˣ) → ℝ) =
      (-(1 - Real.tanh (2 * K))) • magnetization := by
  have hM : (magnetization : (ZMod n → ℤˣ) → ℝ) = mode (fun _ => 1) := by
    funext σ
    simp [magnetization, mode]
  rw [hM]
  refine ⟨mode_ne_zero _ 0 one_ne_zero, ?_⟩
  funext σ
  rw [generator_mode, Pi.smul_apply, smul_eq_mul]
  unfold mode
  rw [Finset.mul_sum]
  exact Finset.sum_congr rfl fun j _ => by ring

end

end GlauberRing
```

```lean
#print axioms GlauberRing.detailed_balance
#print axioms GlauberRing.spin_wave
#print axioms GlauberRing.magnetization_eigenfunction
```

```
'GlauberRing.detailed_balance' depends on axioms: [propext, Classical.choice, Quot.sound]
'GlauberRing.spin_wave' depends on axioms: [propext, Classical.choice, Quot.sound]
'GlauberRing.magnetization_eigenfunction' depends on axioms: [propext, Classical.choice, Quot.sound]
```

The exponential decay used at the start follows by the usual master-equation argument, which the Lean file does not contain: the rates are positive because $|g|<1$, and averages obey $\frac{d}{dt}\langle f\rangle=\langle Lf\rangle$, so $\langle M\rangle$ decays at the rate $1-g$ from any initial distribution.
